# Strings of n two-level mode operators survive at most 2n commutators with the cluster operator

Let $T$ be an element of a ring, and suppose that for each mode $m$ it splits as $T = U_m + S_m$, where $S_m^2 = 0$ and $U_m$ commutes with both $S_m$ and the mode operator $h_m$. Then the $(2n+1)$-fold nested commutator of $h_1 h_2\cdots h_n$ with $T$ vanishes, and the $2n$-fold one is

$$[\ldots[[h_1\cdots h_n,T],T]\ldots,T] = (2n)!\,\prod_{m=1}^{n}\bigl(-S_m h_m S_m\bigr),$$

with the factors in the same order as in the string. Explicit matrices for $n=1$ and $n=2$ make this last term nonzero, so in those cases the count of $2n$ is attained.

The ring `R` need not be commutative and carries no topology. The type `ι` labels the modes.

```lean
import Mathlib

open scoped Kronecker

namespace TwoLevelModeTermination

variable {R ι : Type*} [Ring R]
```

## Nested commutators and the splitting of T

Write $D(x) = [x,T] = xT - Tx$. The operator stands on the left and $T$ on the right, as in the expansion of $e^{-T}He^{T}$. In Lean, $D(x)$ is `comm T x`.

```lean
/-- The commutator `[x, T]` of an operator `x` with the cluster operator `T`. -/
def comm (T x : R) : R := x * T - T * x
```

The $k$-fold nested commutator is $D^k(x)$, with $D^0(x)=x$ and $D^{k+1}(x)=D^k(D(x))$. No factor $1/k!$ is included.

```lean
/-- The `k`-fold nested commutator `[...[[x, T], T]..., T]`. -/
def nested (T : R) : ℕ → R → R
  | 0, x => x
  | k + 1, x => nested T k (comm T x)
```

For a two-level mode, $S_m$ collects the terms of $T$ that raise mode $m$, and $U_m$ collects the rest. The condition $S_m^2=0$ expresses that a two-level mode cannot be raised twice. The commutation conditions express that the remaining terms act on other modes, and that excitation operators commute among themselves. $S_m$ may also contain raising operators of other modes, so correlated excitations fit this description.

The structure `ModeSplit T U S h` records these conditions for one mode. The theorems about mode operators assume them; the two matrix examples verify them.

```lean
/-- The cluster operator `T` is the sum of a part `S` with `S² = 0` and a remainder `U` that
commutes with `S` and with the mode operator `h`. -/
structure ModeSplit (T U S h : R) : Prop where
  split : T = U + S
  sq_zero : S * S = 0
  comm_S : Commute U S
  comm_h : Commute U h
```

## Linearity and the product rule

Since $D(0)=0\cdot T-T\cdot 0=0$, every $D^k(0)$ vanishes.

```lean
/-- Nested commutators of the zero operator vanish. -/
theorem nested_zero (T : R) (k : ℕ) : nested T k 0 = 0 := by
  induction k with
  | zero => rfl
  | succ k ih =>
    have h : comm T 0 = 0 := by simp [comm]
    change nested T k (comm T 0) = 0
    rw [h, ih]
```

Distributivity gives $D(x+y)=D(x)+D(y)$, and repeating this $k$ times gives $D^k(x+y)=D^k(x)+D^k(y)$. The induction leaves $x$ and $y$ general, because its next step applies to $D(x)$ and $D(y)$.

```lean
/-- Nested commutators are additive in the operator. -/
theorem nested_add (T : R) (k : ℕ) (x y : R) :
    nested T k (x + y) = nested T k x + nested T k y := by
  induction k generalizing x y with
  | zero => rfl
  | succ k ih =>
    have h : comm T (x + y) = comm T x + comm T y := by
      unfold comm
      noncomm_ring
    change nested T k (comm T (x + y)) = _
    rw [h, ih]
    rfl
```

If $D^a(x)=0$ and $k\ge a$, then $D^k(x)=D^{k-a}(D^a(x))=0$. The proof removes one commutator from both counts at a time until it reaches the zero operator.

```lean
/-- Once a nested commutator vanishes, all higher ones vanish. -/
theorem nested_of_le (T : R) {a k : ℕ} {x : R} (hak : a ≤ k)
    (hx : nested T a x = 0) : nested T k x = 0 := by
  induction a generalizing k x with
  | zero =>
    have h : x = 0 := hx
    rw [h, nested_zero]
  | succ a ih =>
    rcases k with _ | k
    · omega
    · exact ih (x := comm T x) (k := k) (by omega) hx
```

The commutator obeys the Leibniz rule, because the terms $xTy$ cancel in

$$D(x)\,y + x\,D(y) = (xT-Tx)y + x(yT-Ty) = xyT-Txy = D(xy).$$

Iteration gives

$$D^N(xy)=\sum_{i=0}^{N}\binom{N}{i}D^i(x)\,D^{N-i}(y).$$

Suppose $D^{a+1}(x)=0$, $D^{b+1}(y)=0$ and $N=a+b$. Terms with $i>a$ vanish through $x$, and terms with $i<a$ vanish through $y$. Only $i=a$ remains:

$$D^{a+b}(xy)=\binom{a+b}{a}D^a(x)\,D^b(y).$$

The Lean proof reaches this without writing the sum, by induction on $N$. It applies the Leibniz rule once, in `step`, to get $D^{N+1}(xy)=D^N(D(x)y)+D^N(xD(y))$. If $x$ survives at most $a+1$ commutators and $y$ at most $b+1$, then $D(x)$ survives at most $a$ and $D(y)$ at most $b$. The two contributions therefore carry the coefficients $\binom{N}{a}$ and $\binom{N}{a+1}$, which Pascal's rule adds to $\binom{N+1}{a+1}$. When one factor already commutes with $T$, only one contribution is left, and the first two cases of the proof treat this.

```lean
/-- If `x` survives at most `a` commutators and `y` at most `b`, the `(a+b)`-fold commutator of `x
y` is the binomial coefficient `(a+b).choose a` times the product of the `a`-fold commutator of `x`
and the `b`-fold commutator of `y`. -/
theorem nested_mul_top (T : R) (N : ℕ) : ∀ (a b : ℕ) (x y : R), a + b = N →
    nested T (a + 1) x = 0 → nested T (b + 1) y = 0 →
    nested T N (x * y) = N.choose a • (nested T a x * nested T b y) := by
  induction N with
  | zero =>
    intro a b x y hab _ _
    obtain ⟨rfl, rfl⟩ : a = 0 ∧ b = 0 := by omega
    simp [nested]
  | succ N ih =>
    intro a b x y hab hx hy
    -- the Leibniz rule for one commutator
    have step : nested T (N + 1) (x * y)
        = nested T N (comm T x * y) + nested T N (x * comm T y) := by
      rw [← nested_add]
      change nested T N (comm T (x * y)) = _
      congr 1
      unfold comm
      noncomm_ring
    rw [step]
    rcases a with _ | a
    · obtain rfl : b = N + 1 := by omega
      have hx' : comm T x = 0 := hx
      rw [hx', zero_mul, nested_zero, zero_add,
        ih 0 N x (comm T y) (by omega) hx hy]
      simp [nested]
    · rcases b with _ | b
      · have ha : a = N := by omega
        have hy' : comm T y = 0 := hy
        rw [hy', mul_zero, nested_zero, add_zero,
          ih a 0 (comm T x) y (by omega) hx hy]
        simp [nested, ha]
      · -- Pascal's rule collects the two contributions
        rw [ih a (b + 1) (comm T x) y (by omega) hx hy,
          ih (a + 1) b x (comm T y) (by omega) hx hy, Nat.choose_succ_succ', add_smul]
        rfl
```

## One mode operator survives at most two commutators

Drop the index $m$. Since $U$ commutes with $h$, only $S$ contributes to the first commutator:

$$D(h)=hS-Sh.$$

$U$ also commutes with this result, so again only $S$ contributes:

$$D^2(h)=(hS-Sh)S-S(hS-Sh)=hS^2-2ShS+S^2h=-2ShS.$$

$U$ commutes with $ShS$ too, and therefore

$$D^3(h)=-2\,(ShS^2-S^2hS)=0.$$

In the proof, `red` is the reduction from $T$ to $S$ for any operator commuting with $U$. The facts `e1` to `e4` remove the products containing $S^2$, and `d2` is the double commutator.

```lean
/-- For one mode the double commutator is `-2 S h S` and the triple commutator vanishes. -/
theorem single_mode {T U S h : R} (H : ModeSplit T U S h) :
    nested T 2 h = 2 • (-(S * h * S)) ∧ nested T 3 h = 0 := by
  -- only S contributes to commutators with operators that commute with U
  have red : ∀ x : R, Commute U x → comm T x = x * S - S * x := by
    intro x hx
    unfold comm
    rw [H.split, mul_add, add_mul, hx.eq]
    abel
  have e1 : h * S * S = 0 := by rw [mul_assoc, H.sq_zero, mul_zero]
  have e2 : S * (S * h) = 0 := by rw [← mul_assoc, H.sq_zero, zero_mul]
  have e3 : S * h * S * S = 0 := by rw [mul_assoc, H.sq_zero, mul_zero]
  have e4 : S * (S * h * S) = 0 := by rw [← mul_assoc, e2, zero_mul]
  have d2 : comm T (comm T h) = 2 • (-(S * h * S)) := by
    rw [red h H.comm_h,
      red _ ((H.comm_h.mul_right H.comm_S).sub_right (H.comm_S.mul_right H.comm_h)),
      sub_mul, mul_sub, e1, e2, ← mul_assoc S h S]
    abel
  refine ⟨d2, ?_⟩
  change comm T (comm T (comm T h)) = 0
  have hc : Commute U (2 • (-(S * h * S))) :=
    (((H.comm_S.mul_right H.comm_h).mul_right H.comm_S).neg_right).smul_right 2
  rw [d2, red _ hc]
  simp only [smul_mul_assoc, mul_smul_comm, neg_mul, mul_neg, e3, e4, neg_zero,
    smul_zero, sub_zero]
```

## Strings of n mode operators

A string is a list `l` of modes, read as the ordered product `(l.map h).prod`. Operators of different modes are not required to commute with each other, and a mode may occur more than once. The splitting is assumed for every $m$ in `ι`. Each label carries one operator $h_m$. To use several operators of the same physical mode, such as its raising and lowering operators, give each its own label in `ι`, with the same $U$ and $S$.

The empty string is the identity, and $D(1)=0$, which is the claim for $n=0$. For the induction step, let $Y$ be a string of length $n$ with $D^{2n+1}(Y)=0$, and put $h_m$ in front of it. Since $D^3(h_m)=0$ implies $D^4(h_m)=0$, the product formula applies with $a=3$ and $b=2n$:

$$D^{2n+3}(h_mY)=\binom{2n+3}{3}D^3(h_m)\,D^{2n}(Y)=0.$$

As $2n+3=2(n+1)+1$, this is the claim for length $n+1$.

```lean
/-- The `(2n+1)`-fold nested commutator of a string of `n` mode operators with the cluster
operator vanishes. -/
theorem string_terminates {T : R} {U S h : ι → R}
    (H : ∀ m, ModeSplit T (U m) (S m) (h m)) (l : List ι) :
    nested T (2 * l.length + 1) (l.map h).prod = 0 := by
  induction l with
  | nil => simp [nested, comm]
  | cons m l ih =>
    have h3 := (single_mode (H m)).2
    simp only [List.map_cons, List.prod_cons, List.length_cons]
    rw [nested_mul_top T (2 * (l.length + 1) + 1) 3 (2 * l.length) (h m) _ (by omega)
      (nested_of_le T (by omega) h3) ih, h3, zero_mul, smul_zero]
```

The last term follows from the same formula with $a=2$ and $b=2n$. For $n=0$ both sides are the identity. Let $P$ be the ordered product of the factors $-ShS$ belonging to $Y$, so that the induction hypothesis reads $D^{2n}(Y)=(2n)!\,P$. Then

$$D^{2n+2}(h_mY)=\binom{2n+2}{2}\cdot 2\,(-S_mh_mS_m)\cdot(2n)!\,P=(2n+2)!\,(-S_mh_mS_m)\,P.$$

The numerical identity $\binom{2n+2}{2}\,2!\,(2n)!=(2n+2)!$ enters the proof as `hf`.

```lean
/-- The `2n`-fold nested commutator of a string of `n` mode operators is `(2n)!` times the
ordered product of the operators `-S h S`. -/
theorem string_last_term {T : R} {U S h : ι → R}
    (H : ∀ m, ModeSplit T (U m) (S m) (h m)) (l : List ι) :
    nested T (2 * l.length) (l.map h).prod
      = (2 * l.length).factorial • (l.map fun m => -(S m * h m * S m)).prod := by
  induction l with
  | nil => simp [nested]
  | cons m l ih =>
    obtain ⟨h2, h3⟩ := single_mode (H m)
    have hf := Nat.choose_mul_factorial_mul_factorial
      (show 2 ≤ 2 * l.length + 2 by omega)
    rw [Nat.add_sub_cancel, Nat.factorial_two] at hf
    simp only [List.map_cons, List.prod_cons, List.length_cons]
    rw [show 2 * (l.length + 1) = 2 * l.length + 2 from by ring,
      nested_mul_top T (2 * l.length + 2) 2 (2 * l.length) (h m) _ (by omega) h3
        (string_terminates H l), h2, ih, smul_mul_assoc, mul_smul_comm, smul_smul,
      smul_smul, hf]
```

## Hamiltonians built from short strings

Let $H=\sum_j c_j X_j$ be a finite sum in which each string $X_j$ has length at most $k$. Linearity gives

$$D^{2k+1}(H)=\sum_j c_j\,D^{2k+1}(X_j)=0,$$

because each string has vanished by then. The coefficients lie in a commutative ring `K` over which `R` is an algebra, for instance the complex numbers acting on matrices. The auxiliary statement `hs` moves a coefficient through the nested commutator, and an induction over the finite index set adds the strings one by one.

For coupled-cluster theory on finitely many two-level modes with commuting excitation operators, this means that the expansion $e^{-T}He^{T}=\sum_r D^r(H)/r!$ has no nonzero terms beyond $r=2k$, so the amplitude equations are polynomials of degree at most $2k$. This is an upper bound and need not be reached. For electrons with a two-body interaction, the strings contain up to four creation and annihilation operators, so the bound is $8$, whereas the standard coupled-cluster expansion already ends at $r=4$. The theorem itself concerns the commutators and contains no exponential.

```lean
/-- For a Hamiltonian that is a linear combination of strings of at most `k` mode operators,
the `(2k+1)`-fold nested commutator with the cluster operator vanishes. -/
theorem hamiltonian_terminates {K J : Type*} [CommRing K] [Algebra K R]
    {T : R} {U S h : ι → R} (H : ∀ m, ModeSplit T (U m) (S m) (h m))
    (s : Finset J) (c : J → K) (l : J → List ι) (k : ℕ)
    (hk : ∀ j ∈ s, (l j).length ≤ k) :
    nested T (2 * k + 1) (∑ j ∈ s, c j • ((l j).map h).prod) = 0 := by
  classical
  have hs : ∀ (n : ℕ) (a : K) (x : R), nested T n (a • x) = a • nested T n x := by
    intro n a
    induction n with
    | zero => intro x; rfl
    | succ n ih =>
      intro x
      have e : comm T (a • x) = a • comm T x := by simp [comm, smul_sub]
      change nested T n (comm T (a • x)) = _
      rw [e, ih]
      rfl
  induction s using Finset.induction_on with
  | empty => rw [Finset.sum_empty, nested_zero]
  | insert j s hj ih =>
    have hlen := hk j (Finset.mem_insert_self j s)
    rw [Finset.sum_insert hj, nested_add, hs,
      nested_of_le T (by omega) (string_terminates H (l j)), smul_zero, zero_add]
    exact ih fun i hi => hk i (Finset.mem_insert_of_mem hi)
```

## One site: a nonzero double commutator

Take the raising matrix of a two-level site,

$$\sigma^+=\begin{pmatrix}0&1\\0&0\end{pmatrix},$$

in which the first basis vector is the upper level.

```lean
/-- The raising matrix of a two-level site. -/
def raise : Matrix (Fin 2) (Fin 2) ℂ := !![0, 1; 0, 0]
```

Its partner is the lowering matrix

$$\sigma^-=\begin{pmatrix}0&0\\1&0\end{pmatrix}.$$

```lean
/-- The lowering matrix of a two-level site. -/
def lower : Matrix (Fin 2) (Fin 2) ℂ := !![0, 0; 1, 0]
```

For two sites, a matrix $A$ acts on the first as $A\otimes 1$ and on the second as $1\otimes A$. The site label is a Boolean, with `false` for the first site. Operators on different sites commute, as they do for spins.

```lean
/-- A one-site matrix acting on the first (`false`) or second (`true`) of two sites. -/
def onSite (A : Matrix (Fin 2) (Fin 2) ℂ) : Bool → Matrix (Fin 2 × Fin 2) (Fin 2 × Fin 2) ℂ
  | false => A ⊗ₖ 1
  | true => 1 ⊗ₖ A
```

On a single site put $T=S=\sigma^+$, $U=0$ and $h=\sigma^-$. Direct multiplication gives $(\sigma^+)^2=0$ and $\sigma^+\sigma^-\sigma^+=\sigma^+$, so

$$[[\sigma^-,\sigma^+],\sigma^+]=-2\,\sigma^+\neq0.$$

The theorem states the splitting, the value and the nonvanishing together. The matrix products are checked entry by entry, the value comes from `single_mode`, and the upper right entry, $-2$, shows that the matrix is not zero.

```lean
/-- On one site, with `T` the raising matrix, the double commutator of the lowering matrix with `T`
is `-2 T`, which is nonzero. The splitting conditions hold with `U = 0` and `S = T`. -/
theorem single_mode_witness : ModeSplit raise 0 raise lower ∧
    nested raise 2 lower = 2 • (-raise) ∧ nested raise 2 lower ≠ 0 := by
  have hsq : raise * raise = 0 := by
    ext i j
    fin_cases i <;> fin_cases j <;> simp [raise, Matrix.mul_apply, Fin.sum_univ_succ]
  have hr : raise * lower * raise = raise := by
    ext i j
    fin_cases i <;> fin_cases j <;>
      simp [raise, lower, Matrix.mul_apply, Fin.sum_univ_succ]
  have H : ModeSplit raise 0 raise lower :=
    ⟨(zero_add _).symm, hsq, Commute.zero_left _, Commute.zero_left _⟩
  have h2 := (single_mode H).1
  rw [hr] at h2
  refine ⟨H, h2, ?_⟩
  rw [h2]
  intro h0
  have h01 := congrFun (congrFun h0 0) 1
  simp [raise] at h01
```

## Two sites: a nonzero fourfold commutator

Now let $T=\sigma^+\otimes1+1\otimes\sigma^+$. For each site, $S_m$ is its own raising operator and $U_m$ is that of the other site, written `onSite raise (!m)`; here $U_m$ is not zero. The single-site identity gives $-S_mh_mS_m=-S_m$, and the formula for the last term with $n=2$ yields

$$D^4(\sigma^-\otimes\sigma^-)=4!\,(-\sigma^+\otimes1)(-1\otimes\sigma^+)=24\,\sigma^+\otimes\sigma^+.$$

This matrix takes the state with both sites in the lower level to $24$ times the state with both in the upper level, so it is not zero.

In the proof, `hmul` multiplies operators on the same site, `hcomm` is the commutation between sites, and `H` assembles the two splittings. The value is `string_last_term` applied to the list `[false, true]`.

```lean
/-- On two sites, with `T` the sum of the raising matrices, the fourfold commutator of the product
of both lowering matrices is `24` times the product of both raising matrices, and is nonzero. The
splitting conditions hold for each site, with `S` its own raising operator and `U` that of the other
site. -/
theorem two_site_witness :
    (∀ m, ModeSplit (onSite raise false + onSite raise true)
      (onSite raise (!m)) (onSite raise m) (onSite lower m)) ∧
    nested (onSite raise false + onSite raise true) 4
      (onSite lower false * onSite lower true) = 24 • (raise ⊗ₖ raise) ∧
    24 • (raise ⊗ₖ raise) ≠ 0 := by
  have hmul : ∀ A B m, onSite A m * onSite B m = onSite (A * B) m := by
    intro A B m
    cases m <;> simp [onSite, ← Matrix.mul_kronecker_mul]
  have hcomm : ∀ A B, Commute (onSite A false) (onSite B true) := by
    intro A B
    change onSite A false * onSite B true = onSite B true * onSite A false
    simp [onSite, ← Matrix.mul_kronecker_mul]
  have hsq : ∀ m, onSite raise m * onSite raise m = 0 := by
    intro m
    rw [hmul, single_mode_witness.1.sq_zero]
    cases m <;> simp [onSite]
  have hr : raise * lower * raise = raise := by
    ext i j
    fin_cases i <;> fin_cases j <;>
      simp [raise, lower, Matrix.mul_apply, Fin.sum_univ_succ]
  have H : ∀ m, ModeSplit (onSite raise false + onSite raise true)
      (onSite raise (!m)) (onSite raise m) (onSite lower m) := by
    intro m
    cases m
    · exact ⟨add_comm _ _, hsq _, (hcomm _ _).symm, (hcomm _ _).symm⟩
    · exact ⟨rfl, hsq _, hcomm _ _, hcomm _ _⟩
  have e : ∀ m, onSite raise m * onSite lower m * onSite raise m = onSite raise m := by
    intro m
    rw [hmul, hmul, hr]
  have f : onSite raise false * onSite raise true = raise ⊗ₖ raise := by
    simp [onSite, ← Matrix.mul_kronecker_mul]
  refine ⟨H, ?_, ?_⟩
  · -- the general formula for the last term, for the string of both sites
    have key := string_last_term H [false, true]
    simp only [e, List.map_cons, List.map_nil, List.prod_cons, List.prod_nil, mul_one,
      neg_mul_neg, List.length_cons, List.length_nil, f] at key
    exact key
  · intro h0
    have h01 := congrFun (congrFun h0 (0, 0)) (1, 1)
    simp [raise, Matrix.kroneckerMap_apply] at h01

end TwoLevelModeTermination
```

```lean
#print axioms TwoLevelModeTermination.string_terminates
#print axioms TwoLevelModeTermination.string_last_term
#print axioms TwoLevelModeTermination.hamiltonian_terminates
```

```
'TwoLevelModeTermination.string_terminates' depends on axioms: [propext, Classical.choice, Quot.sound]
'TwoLevelModeTermination.string_last_term' depends on axioms: [propext, Classical.choice, Quot.sound]
'TwoLevelModeTermination.hamiltonian_terminates' depends on axioms: [propext, Classical.choice, Quot.sound]
```
